# The one-loop coefficient of a massless fermion's vector form factor gains π² in its real part on continuation to timelike momentum, as the regulator is removed

Let e be a nonzero real regulator and let

A(e) = −2/e² − 3/e − 8 + π²/6.

Then, as e → 0,

Re[ A(e) (exp(iπe) − 1) ] → π².

A(e) is the one-loop coefficient, in units of α/(4π) for unit charge, of the vector form factor of a massless charged fermion, kept through its constant term in dimensional regularisation, at a spacelike momentum transfer equal to the renormalisation scale. The phase exp(iπe) appears when the momentum is continued to the timelike side. The same limit π² holds at every ratio s > 0 of the squared momentum to the squared scale. Here e is the quantity usually written ε, in d = 4 − 2ε dimensions, and not the electric charge.

## Timelike virtual corrections taken from spacelike ones

Scattering of a fermion off a current probes its form factor at spacelike momentum, while pair annihilation or production probes it at timelike momentum. A next-to-leading-order program can store the virtual correction for one case and obtain the other by continuation. Both values diverge as e → 0, but the difference of their real parts is finite. At s = 1 the constant −8 + π²/6 in the real part becomes −8 + 7π²/6.

Let g be the coupling factor in front of the one-loop term: α/(4π) in QED for unit charge, or α_s C_F/(4π) for a quark in QCD. At first order in g, the squared form factor changes by 2π²g, which is πα/2 in the QED case. This is a statement about the massless one-loop virtual term alone; a cross section also needs real emission.

Two details matter in floating point.

- **The side of the cut.** With Q² = −q², the prescription q² + i0 puts Q² just below the negative real axis, so the logarithm has imaginary part −π. A principal logarithm evaluated at −s with imaginary part +0 returns +π instead. The real part of the answer is then still right, but the imaginary part has the wrong sign.
- **The cancellation in cos(πe) − 1.** In double precision at e = 10⁻⁹, the cosine rounds to 1 and the computed real part is 0 instead of about π². The equivalent form −2 sin²(πe/2) avoids the subtraction.

## From the phase exp(iπe) to π²

**Two elementary limits.** For real c, the function sin(ce) has derivative c at e = 0, so

sin(ce)/e → c.

For real θ, the half-angle formula gives cos(θe) − 1 = −2 sin²(θe/2), and therefore

(cos(θe) − 1)/e² = −2 [sin(θe/2)/e]² → −2 (θ/2)² = −θ²/2.

**A phase acting on a double pole.** Let R(e) be real with e²R(e) → a. Since exp(iθe) − 1 has real part cos(θe) − 1 and imaginary part sin(θe),

Re[ R(e)(exp(iθe) − 1) ] = e²R(e) · (cos(θe) − 1)/e² → −aθ²/2,

e · Im[ R(e)(exp(iθe) − 1) ] = e²R(e) · sin(θe)/e → aθ.

Only a, the coefficient of the double pole, enters. The single pole and the constant in R contribute nothing to either limit.

**The continuation.** Write z = Q²/μ², with μ the renormalisation scale, and

F(e, z) = A(e) z^(−e) = A(e) exp(−e log z).

Let z approach −s from the lower half plane, with s > 0. Then log z → log s − iπ, and F tends to

T(e, s) = A(e) exp(−e(log s − iπ)) = A(e) s^(−e) exp(iπe).

Subtracting the spacelike value F(e, s) = A(e) s^(−e) gives

T(e, s) − F(e, s) = A(e) s^(−e) (exp(iπe) − 1).

**The double pole of the form factor.** Here R(e) = A(e) s^(−e), which is real. For e ≠ 0,

e²A(e) s^(−e) = [−2 − 3e + (π²/6 − 8)e²] exp(−e log s) → −2.

With a = −2 and θ = π,

Re[ T(e, s) − F(e, s) ] → −(−2)π²/2 = π²,

e · Im[ T(e, s) − F(e, s) ] → −2π.

The imaginary part of the change therefore diverges like −2π/e, and only the real part has a finite limit. At s = 1 the factor s^(−e) equals 1, which gives the formula at the top.

**The squared form factor.** For real g and complex F,

|1 + gF|² = 1 + 2g Re F + g²|F|²,

so the first-order coefficient in g is 2 Re F. The timelike coefficient minus the spacelike one is 2 Re[T(e, s) − F(e, s)], which tends to 2π². The divergent imaginary part does not enter at this order.

## Definitions and theorems in Lean 4

```lean
import Mathlib

open Filter Topology
open scoped Real

namespace TimelikeFormFactor

noncomputable section

/-- The one-loop coefficient of the massless form factor in dimensional regularisation,
kept through its constant term, for regulator `e ≠ 0`. -/
def loopCoeff (e : ℝ) : ℝ := -2 / e ^ 2 - 3 / e - 8 + π ^ 2 / 6

/-- The one-loop form factor `A(e) z^(-e)` at complex `z = Q²/μ²`, for `e ≠ 0` and `z ≠ 0`,
with the principal branch of the logarithm. -/
def formFactor (e : ℝ) (z : ℂ) : ℂ :=
  (loopCoeff e : ℂ) * Complex.exp (-((e : ℂ) * Complex.log z))

/-- The one-loop form factor at timelike momentum `Q²/μ² = -s`, for `e ≠ 0` and `s > 0`,
with the logarithm equal to `log s - iπ`. -/
def timelikeFactor (e s : ℝ) : ℂ :=
  (loopCoeff e : ℂ) * Complex.exp (-((e : ℂ) * ((Real.log s : ℂ) - (π : ℂ) * Complex.I)))

/-- The ratio `sin(c e)/e` tends to `c` as the regulator `e` is removed. -/
theorem tendsto_sin_div (c : ℝ) :
    Tendsto (fun e : ℝ => Real.sin (c * e) / e) (𝓝[≠] 0) (𝓝 c) := by
  have h : HasDerivAt (fun e : ℝ => Real.sin (c * e)) c 0 := by
    simpa using ((hasDerivAt_id' (0 : ℝ)).const_mul c).sin
  refine h.tendsto_slope_zero.congr (fun e => ?_)
  simp only [zero_add, mul_zero, Real.sin_zero, sub_zero, smul_eq_mul]
  ring

/-- The ratio `(cos(θ e) - 1)/e²` tends to `-θ²/2` as the regulator `e` is removed. -/
theorem tendsto_cos_sub_one_div (θ : ℝ) :
    Tendsto (fun e : ℝ => (Real.cos (θ * e) - 1) / e ^ 2) (𝓝[≠] 0) (𝓝 (-(θ ^ 2 / 2))) := by
  have h := ((tendsto_sin_div (θ / 2)).pow 2).const_mul (-2)
  rw [show -(θ ^ 2 / 2) = -2 * (θ / 2) ^ 2 by ring]
  refine h.congr (fun e => ?_)
  -- the half-angle formula turns the cosine into a squared sine
  have hc : Real.cos (θ * e) - 1 = -2 * Real.sin (θ / 2 * e) ^ 2 := by
    rw [show θ * e = 2 * (θ / 2 * e) by ring, Real.cos_two_mul]
    linear_combination 2 * Real.sin_sq_add_cos_sq (θ / 2 * e)
  rw [hc]
  ring

/-- If a real amplitude `R(e)` has `e² R(e) → a`, then multiplying it by the phase `exp(iθe)`
changes its real part by an amount that tends to `-aθ²/2`, and its imaginary part by an amount
that, multiplied by `e`, tends to `aθ`. -/
theorem double_pole_phase (R : ℝ → ℝ) (a θ : ℝ)
    (hR : Tendsto (fun e => e ^ 2 * R e) (𝓝[≠] 0) (𝓝 a)) :
    Tendsto (fun e : ℝ =>
      ((R e : ℂ) * (Complex.exp (((θ * e : ℝ) : ℂ) * Complex.I) - 1)).re)
      (𝓝[≠] 0) (𝓝 (-(a * θ ^ 2 / 2))) ∧
    Tendsto (fun e : ℝ =>
      e * ((R e : ℂ) * (Complex.exp (((θ * e : ℝ) : ℂ) * Complex.I) - 1)).im)
      (𝓝[≠] 0) (𝓝 (a * θ)) := by
  constructor
  · rw [show -(a * θ ^ 2 / 2) = a * (-(θ ^ 2 / 2)) by ring]
    refine (hR.mul (tendsto_cos_sub_one_div θ)).congr' ?_
    filter_upwards [self_mem_nhdsWithin] with e he
    have he' : e ≠ 0 := he
    rw [Complex.re_ofReal_mul, Complex.sub_re, Complex.exp_ofReal_mul_I_re, Complex.one_re]
    field_simp
  · refine (hR.mul (tendsto_sin_div θ)).congr' ?_
    filter_upwards [self_mem_nhdsWithin] with e he
    have he' : e ≠ 0 := he
    rw [Complex.im_ofReal_mul, Complex.sub_im, Complex.exp_ofReal_mul_I_im, Complex.one_im,
      sub_zero]
    field_simp

/-- For `s > 0` the timelike form factor is the boundary value of the form factor when
`Q²/μ²` approaches `-s` from the lower half plane. -/
theorem formFactor_tendsto_timelike (e : ℝ) {s : ℝ} (hs : 0 < s) :
    Tendsto (fun z => formFactor e z) (𝓝[{z : ℂ | z.im < 0}] (-(s : ℂ)))
      (𝓝 (timelikeFactor e s)) := by
  have h := Complex.tendsto_log_nhdsWithin_im_neg_of_re_neg_of_im_zero (z := -(s : ℂ))
    (by simpa using hs) (by simp)
  have hn : ‖-(s : ℂ)‖ = s := by
    rw [norm_neg, Complex.norm_real, Real.norm_of_nonneg hs.le]
  rw [hn] at h
  simp only [formFactor, timelikeFactor]
  exact ((Complex.continuous_exp.tendsto _).comp (h.const_mul (e : ℂ)).neg).const_mul _

/-- For `s > 0` the timelike and spacelike form factors differ by the real spacelike value
times `exp(iπe) - 1`. -/
theorem timelike_sub_spacelike (e : ℝ) {s : ℝ} (hs : 0 < s) :
    timelikeFactor e s - formFactor e s =
      ((loopCoeff e * Real.exp (-(e * Real.log s)) : ℝ) : ℂ) *
        (Complex.exp (((π * e : ℝ) : ℂ) * Complex.I) - 1) := by
  have h : Complex.exp (-((e : ℂ) * ((Real.log s : ℂ) - (π : ℂ) * Complex.I))) =
      Complex.exp (-((e : ℂ) * (Real.log s : ℂ))) *
        Complex.exp (((π * e : ℝ) : ℂ) * Complex.I) := by
    rw [← Complex.exp_add]
    congr 1
    push_cast
    ring
  simp only [formFactor, timelikeFactor]
  rw [← Complex.ofReal_log hs.le, h]
  push_cast
  ring

/-- The double pole of the one-loop form factor has coefficient `-2`, whatever the value `L` of the
logarithm of `Q²/μ²`. -/
theorem loopCoeff_double_pole (L : ℝ) :
    Tendsto (fun e : ℝ => e ^ 2 * (loopCoeff e * Real.exp (-(e * L)))) (𝓝[≠] 0) (𝓝 (-2)) := by
  have hc : Continuous (fun e : ℝ =>
      (-2 - 3 * e + (-8 + π ^ 2 / 6) * e ^ 2) * Real.exp (-(e * L))) := by fun_prop
  refine ((hc.tendsto' 0 (-2) (by simp)).mono_left nhdsWithin_le_nhds).congr' ?_
  filter_upwards [self_mem_nhdsWithin] with e he
  have h1 : e * e⁻¹ = 1 := mul_inv_cancel₀ he
  have hA : e ^ 2 * loopCoeff e = -2 - 3 * e + (-8 + π ^ 2 / 6) * e ^ 2 := by
    unfold loopCoeff
    linear_combination (-2 * (e * e⁻¹ + 1) - 3 * e) * h1
  rw [← hA, mul_assoc]

/-- Continuing the massless one-loop form factor from spacelike `Q²/μ² = s > 0` to timelike
`-s` changes its real part by an amount that tends to `π²` as the regulator is removed. The
change of its imaginary part, multiplied by `e`, tends to `-2π`. -/
theorem timelike_continuation {s : ℝ} (hs : 0 < s) :
    Tendsto (fun e : ℝ => (timelikeFactor e s - formFactor e s).re) (𝓝[≠] 0) (𝓝 (π ^ 2)) ∧
    Tendsto (fun e : ℝ => e * (timelikeFactor e s - formFactor e s).im)
      (𝓝[≠] 0) (𝓝 (-2 * π)) := by
  have h := double_pole_phase _ (-2) π (loopCoeff_double_pole (Real.log s))
  simp only [timelike_sub_spacelike _ hs]
  rw [show π ^ 2 = -(-2 * π ^ 2 / 2) by ring]
  exact h

/-- The real part of `A(e)(exp(iπe) - 1)` tends to `π²` as `e` tends to zero. -/
theorem loopCoeff_phase_constant :
    Tendsto (fun e : ℝ =>
      ((loopCoeff e : ℂ) * (Complex.exp (((π * e : ℝ) : ℂ) * Complex.I) - 1)).re)
      (𝓝[≠] 0) (𝓝 (π ^ 2)) := by
  -- this is the continuation at the scale `s = 1`, where the logarithm vanishes
  refine (timelike_continuation one_pos).1.congr (fun e => ?_)
  rw [timelike_sub_spacelike e one_pos, Real.log_one, mul_zero, neg_zero, Real.exp_zero, mul_one]

/-- The squared amplitude `|1 + gF|²` has first-order coefficient `2 Re F` in the coupling `g`. -/
theorem hasDerivAt_rate (F : ℂ) :
    HasDerivAt (fun g : ℝ => ‖1 + (g : ℂ) * F‖ ^ 2) (2 * F.re) 0 := by
  have hF : (fun g : ℝ => ‖1 + (g : ℂ) * F‖ ^ 2) =
      fun g : ℝ => (1 + g * (2 * F.re)) + g ^ 2 * Complex.normSq F := by
    funext g
    rw [Complex.sq_norm, Complex.normSq_apply, Complex.normSq_apply]
    simp only [Complex.add_re, Complex.add_im, Complex.one_re, Complex.one_im,
      Complex.re_ofReal_mul, Complex.im_ofReal_mul]
    ring
  rw [hF]
  have h := (((hasDerivAt_id' (0 : ℝ)).mul_const (2 * F.re)).const_add 1).fun_add
    (((hasDerivAt_id' (0 : ℝ)).fun_pow 2).mul_const (Complex.normSq F))
  exact h.congr_deriv (by simp)

/-- At first order in the coupling `g`, the squared form factors at timelike `-s` and spacelike
`s > 0` differ by a coefficient that tends to `2π²` as the regulator is removed. -/
theorem rate_enhancement {s : ℝ} (hs : 0 < s) :
    Tendsto (fun e : ℝ => deriv (fun g : ℝ =>
      ‖1 + (g : ℂ) * timelikeFactor e s‖ ^ 2 - ‖1 + (g : ℂ) * formFactor e s‖ ^ 2) 0)
      (𝓝[≠] 0) (𝓝 (2 * π ^ 2)) := by
  refine ((timelike_continuation hs).1.const_mul 2).congr (fun e => ?_)
  rw [((hasDerivAt_rate (timelikeFactor e s)).fun_sub
    (hasDerivAt_rate (formFactor e s))).deriv, Complex.sub_re]
  ring

end

end TimelikeFormFactor
```

```lean
#print axioms TimelikeFormFactor.formFactor_tendsto_timelike
-- 'TimelikeFormFactor.formFactor_tendsto_timelike' depends on axioms: [propext, Classical.choice, Quot.sound]
#print axioms TimelikeFormFactor.timelike_continuation
-- 'TimelikeFormFactor.timelike_continuation' depends on axioms: [propext, Classical.choice, Quot.sound]
#print axioms TimelikeFormFactor.loopCoeff_phase_constant
-- 'TimelikeFormFactor.loopCoeff_phase_constant' depends on axioms: [propext, Classical.choice, Quot.sound]
#print axioms TimelikeFormFactor.rate_enhancement
-- 'TimelikeFormFactor.rate_enhancement' depends on axioms: [propext, Classical.choice, Quot.sound]
```

## How the Lean statements describe the form factor

`loopCoeff e` is A(e). `formFactor e z` is F(e, z), with `Complex.log` as the principal logarithm. Despite its name, it is the one-loop coefficient only: the tree-level 1 and the coupling g are added later. `timelikeFactor e s` is T(e, s), written with the explicit logarithm log s − iπ.

`formFactor_tendsto_timelike` justifies that explicit expression. At fixed e, `formFactor e z` tends to `timelikeFactor e s` as z approaches −s in any manner within the set of negative imaginary part. The phase is thus derived from the choice of side and not put in by hand.

`timelike_continuation` is the main result. For every s > 0, the real part of the change tends to π², and e times its imaginary part tends to −2π. The filter `𝓝[≠] 0` means that e tends to zero through nonzero real values of either sign. `loopCoeff_phase_constant` is the formula in the opening.

`rate_enhancement` concerns the difference of the two squared form factors. It differentiates with respect to g at g = 0 while e is held fixed, and only then lets e → 0; the result is 2π². The word "rate" in its name refers to the squared form factor, not to a measurable rate.

`double_pole_phase` is more general than this application: R is any real function with e²R(e) → a, and θ is any real number. It therefore also applies when real terms that vanish as e → 0 are restored to A(e), since these leave a = −2 unchanged.

## From the sine limit to the coefficient 2π²

`tendsto_sin_div` reads the derivative of sin(ce) at zero as a limit of difference quotients. `tendsto_cos_sub_one_div` squares that limit at c = θ/2 and uses the half-angle formula, as in the derivation.

`double_pole_phase` multiplies the hypothesis `hR` by each of these limits in turn. The limit involves only e ≠ 0, so the proof restricts to such e with `filter_upwards`; cancelling the powers of e with `field_simp` then identifies the product with the required real or imaginary part.

For the boundary value, Mathlib supplies the one-sided limit of the logarithm below the cut, and continuity of the exponential carries it through to F. `timelike_sub_spacelike` splits the exponential of a sum with `Complex.exp_add` and factors out the real spacelike value.

`loopCoeff_double_pole` replaces e²A(e) by the polynomial found above. The polynomial times exp(−eL), with L = log s, is continuous, so its limit is its value −2 at e = 0. `timelike_continuation` then applies `double_pole_phase` with a = −2 and θ = π, and `loopCoeff_phase_constant` is its first half at s = 1.

`hasDerivAt_rate` expands |1 + gF|² as a quadratic in g and differentiates it at zero. `rate_enhancement` subtracts two such derivatives and doubles the π² limit.

## The loop integral, real emission and finite regulators

The theorems start from the expression A(e) z^(−e). That this expression is the one-loop vertex correction, up to terms that vanish with e, comes from evaluating the Feynman integral, which is an input here. In physical terms, the double pole comes from exchanged gauge bosons that are both soft and collinear to a fermion, and the single pole −3/e in A(e) from the collinear region. The constant π²/6 belongs to the MS-bar convention for the factors absorbed into μ; a convention that moves this term elsewhere leaves the change of π² as it is.

The fermion is massless, and the result is of first order in g. Nothing is shown about higher loops, exponentiation of the π² terms, or the cancellation of the remaining poles against real emission.

The results are limits. They give no error bound at a fixed nonzero e, so a numerical comparison at finite e needs its own estimate of the remainder. They also concern real numbers and say nothing about rounding in a program that evaluates the same formulas.
